# Mutually uncoupled single excitations above the reference lower its energy by at most the second-order amount

The single excitations in this model couple to the reference state but not to each other. The reference has energy $e$. Each excitation $i$, from a finite set $\iota$, has energy $e + D_i$ and a real coupling $f_i$ to the reference. The Hamiltonian is therefore a real symmetric matrix with one full row, one full column and an otherwise diagonal block. All gaps $D_i$ are assumed positive, which means physically that the reference lies below every single excitation.

Let $L$ be the lowest eigenvalue. Then

$$e - S \;\le\; L \;\le\; e, \qquad S = \sum_i \frac{f_i^2}{D_i},$$

and both inequalities are strict as soon as one $f_i$ is nonzero. Here $S$ is the lowering predicted by second-order perturbation theory. For a single excitation with coupling $f$ and gap $D$, the matrix is $\begin{pmatrix} e & f\\ f & e+D\end{pmatrix}$, and

$$L = e + \frac D2 - \sqrt{\frac{D^2}{4} + f^2}.$$

## The singles term in an RPA total energy

A code that evaluates the RPA energy on orbitals from a semilocal functional works with a reference determinant that is in general not stationary for the Hartree–Fock energy. The reference then couples to single excitations, and the code may add a correction of the form $-\sum_i f_i^2/D_i$. In the present model, with finitely many uncoupled singles, this correction has the right sign and is too large in magnitude whenever a coupling is nonzero.

For fixed nonzero couplings, the difference grows as the gaps shrink. With one excitation and fixed $f \ne 0$, the second-order term diverges as $D \to 0^+$, while the lowering obtained by diagonalisation tends to $|f|$.

The bound also gives a test for a routine that assembles and diagonalises such a matrix. If the computed lowering is negative or exceeds $S$ by more than rounding allows, then there is an error in the matrix, its diagonalisation, the reference energy or the evaluation of $S$.

## Eliminating the singles amplitudes

Write $v_0$ for the amplitude of the reference and $v_i$ for that of excitation $i$. The eigenvalue equations at energy $x$ are

$$e\,v_0 + \sum_i f_i v_i = x\,v_0, \qquad f_i v_0 + (e + D_i)\,v_i = x\,v_i .$$

Take $x \le e$ and let $t = e - x \ge 0$ be the lowering. Then $D_i + t > 0$, and the second equation gives

$$v_i = -\frac{f_i v_0}{D_i + t}.$$

If $v_0$ were zero, every amplitude would vanish, so an eigenvector has $v_0 \neq 0$. Inserting $v_i$ into the first equation and dividing by $v_0$ yields the secular equation

$$t = \sum_i \frac{f_i^2}{D_i + t}.$$

Conversely, if $t \ge 0$ solves this equation, then $v_0 = 1$, $v_i = -f_i/(D_i+t)$ is an eigenvector. Its normalised form has reference amplitude $\bigl(1 + \sum_i f_i^2/(D_i+t)^2\bigr)^{-1/2}$.

To find a solution, consider $g(t) = t - \sum_i f_i^2/(D_i+t)$ on $[0, S]$. It is continuous there. At the left end $g(0) = -S \le 0$. At the right end $g(S) = S - \sum_i f_i^2/(D_i+S) \ge 0$, because larger denominators make the sum no larger. So $g$ has a zero $t_*$ in $[0,S]$, and $e - t_*$ is an eigenvalue.

No eigenvalue lies lower. An eigenvalue $y < e - t_*$ would have lowering $t' = e - y > t_*$, and then

$$t' = \sum_i \frac{f_i^2}{D_i+t'} \le \sum_i \frac{f_i^2}{D_i+t_*} = t_*,$$

which is a contradiction. Hence $L = e - t_* \le e$.

Since $D_i + t_* \ge D_i$, the secular equation also gives $t_* \le S$, which is the lower bound on $L$. If some $f_j \ne 0$, the right side of the secular equation is positive, so $t_* > 0$ and $L < e$. The denominator of term $j$ is then strictly larger than $D_j$, so $t_* < S$.

For one excitation, the secular equation reads $t_*(D + t_*) = f^2$. Completing the square gives $(t_* + D/2)^2 = D^2/4 + f^2$. Since $t_* + D/2 > 0$, the positive root applies, and $L = e - t_*$ is the closed form above.

## The bounds and the closed form in Lean

`singlesMatrix e f D` is the Hamiltonian. Its index type `Option ι` consists of `none`, the reference, and `some i`, one index per excitation. `IsLevel H x` says that `H` has a nonzero real eigenvector with eigenvalue `x`, and `IsGroundLevel H L` says that `L` is the least such number. `secondOrder f D` is $S$, counted as a positive lowering.

```lean
import Mathlib

open Matrix

namespace SinglesRelaxation

noncomputable section

variable {ι : Type*} [Fintype ι] [DecidableEq ι]

/-- The Hamiltonian of a reference state of energy `e`, coupled by `f i` to single excitations
of energy `e + D i` that do not couple to each other. -/
def singlesMatrix (e : ℝ) (f D : ι → ℝ) : Matrix (Option ι) (Option ι) ℝ :=
  Matrix.of fun a b => match a, b with
    | none, none => e
    | none, some i => f i
    | some i, none => f i
    | some i, some j => if i = j then e + D i else 0

/-- `x` is an energy level of `H`: it has a nonzero eigenvector. -/
def IsLevel {n : Type*} [Fintype n] (H : Matrix n n ℝ) (x : ℝ) : Prop :=
  ∃ v : n → ℝ, v ≠ 0 ∧ H *ᵥ v = x • v

/-- `L` is the lowest energy level of `H`. -/
def IsGroundLevel {n : Type*} [Fintype n] (H : Matrix n n ℝ) (L : ℝ) : Prop :=
  IsLeast {x | IsLevel H x} L

/-- The energy lowering by singles in second-order perturbation theory, for nonzero gaps `D i`. -/
def secondOrder (f D : ι → ℝ) : ℝ := ∑ i, f i ^ 2 / D i

/-- The eigenvalue equation, written out for the reference amplitude and the singles amplitudes. -/
theorem eigen_iff (e x : ℝ) (f D : ι → ℝ) (v : Option ι → ℝ) :
    singlesMatrix e f D *ᵥ v = x • v ↔
      e * v none + ∑ i, f i * v (some i) = x * v none ∧
      ∀ i, f i * v none + (e + D i) * v (some i) = x * v (some i) := by
  rw [funext_iff, Option.forall]
  simp [singlesMatrix, Matrix.mulVec, dotProduct, Fintype.sum_option]

/-- For positive gaps, an energy `x` not above the reference energy is a level exactly when the
lowering `e - x` equals the sum over singles with the lowering added to each gap. -/
theorem level_iff_secular {e x : ℝ} {f D : ι → ℝ} (hD : ∀ i, 0 < D i) (hx : x ≤ e) :
    IsLevel (singlesMatrix e f D) x ↔ e - x = ∑ i, f i ^ 2 / (D i + (e - x)) := by
  have hpos : ∀ i, 0 < D i + (e - x) := fun i => by linarith [hD i]
  constructor
  · rintro ⟨v, hv, h⟩
    obtain ⟨h0, h1⟩ := (eigen_iff e x f D v).1 h
    -- the singles amplitudes follow from the reference amplitude
    have hc : ∀ i, v (some i) = -(f i * v none) / (D i + (e - x)) := by
      intro i
      rw [eq_div_iff (hpos i).ne']
      linear_combination h1 i
    have hn : v none ≠ 0 := by
      intro h
      apply hv
      funext o
      cases o with
      | none => exact h
      | some i => simp [hc i, h]
    have hs : ∑ i, f i * v (some i) = -(∑ i, f i ^ 2 / (D i + (e - x))) * v none := by
      rw [neg_mul, Finset.sum_mul, ← Finset.sum_neg_distrib]
      refine Finset.sum_congr rfl fun i _ => ?_
      rw [hc i]
      ring
    apply mul_right_cancel₀ hn
    linear_combination h0 - hs
  · intro h
    refine ⟨fun o => o.elim 1 (fun i => -f i / (D i + (e - x))), ?_, ?_⟩
    · intro h0
      exact one_ne_zero (congrFun h0 none)
    · refine (eigen_iff e x f D _).2 ⟨?_, fun i => ?_⟩
      · show e * 1 + ∑ i, f i * (-f i / (D i + (e - x))) = x * 1
        have hs : ∑ i, f i * (-f i / (D i + (e - x))) =
            -∑ i, f i ^ 2 / (D i + (e - x)) := by
          rw [← Finset.sum_neg_distrib]
          exact Finset.sum_congr rfl fun i _ => by ring
        linear_combination hs + h
      · show f i * 1 + (e + D i) * (-f i / (D i + (e - x))) = x * (-f i / (D i + (e - x)))
        have hq : -f i / (D i + (e - x)) * (D i + (e - x)) = -f i :=
          div_mul_cancel₀ _ (hpos i).ne'
        linear_combination hq

omit [DecidableEq ι] in
/-- For positive gaps, the sum over singles does not grow when a nonnegative shift of the gaps
is increased. -/
theorem shifted_sum_anti {f D : ι → ℝ} (hD : ∀ i, 0 < D i) {s t : ℝ} (hs : 0 ≤ s)
    (hst : s ≤ t) : ∑ i, f i ^ 2 / (D i + t) ≤ ∑ i, f i ^ 2 / (D i + s) :=
  Finset.sum_le_sum fun i _ =>
    div_le_div_of_nonneg_left (sq_nonneg _) (by linarith [hD i]) (by linarith)

/-- For positive gaps a lowest level exists, and it does not lie above the reference energy. -/
theorem exists_ground (e : ℝ) {f D : ι → ℝ} (hD : ∀ i, 0 < D i) :
    ∃ L, L ≤ e ∧ IsGroundLevel (singlesMatrix e f D) L := by
  have hS : 0 ≤ secondOrder f D :=
    Finset.sum_nonneg fun i _ => div_nonneg (sq_nonneg _) (hD i).le
  have hz : ∑ i, f i ^ 2 / (D i + 0) = secondOrder f D := by simp [secondOrder]
  have hcont : ContinuousOn (fun t : ℝ => t - ∑ i, f i ^ 2 / (D i + t))
      (Set.Icc 0 (secondOrder f D)) := by
    refine ContinuousOn.sub continuousOn_id (continuousOn_finsetSum _ fun i _ => ?_)
    refine ContinuousOn.div continuousOn_const (continuousOn_const.add continuousOn_id) ?_
    intro t ht
    exact (add_pos_of_pos_of_nonneg (hD i) ht.1).ne'
  have hmem : (0 : ℝ) ∈ Set.Icc ((0 : ℝ) - ∑ i, f i ^ 2 / (D i + 0))
      (secondOrder f D - ∑ i, f i ^ 2 / (D i + secondOrder f D)) :=
    ⟨by linarith, by linarith [shifted_sum_anti (f := f) hD le_rfl hS]⟩
  -- the secular equation has a solution with lowering `t`
  obtain ⟨t, ht, h⟩ := intermediate_value_Icc hS hcont hmem
  have h' : t - ∑ i, f i ^ 2 / (D i + t) = 0 := h
  have ht0 : 0 ≤ t := ht.1
  refine ⟨e - t, by linarith, ?_, ?_⟩
  · refine (level_iff_secular hD (by linarith)).2 ?_
    rw [sub_sub_cancel]
    linarith
  · -- a still lower level would contradict monotonicity
    intro y hy
    by_contra hlt
    have hyt : y < e - t := lt_of_not_ge hlt
    have hy' := (level_iff_secular hD (by linarith)).1 hy
    have hm := shifted_sum_anti (f := f) hD ht0 (show t ≤ e - y by linarith)
    linarith

/-- For positive gaps, singles lower the ground level by at most the second-order amount; if some
coupling is nonzero, they do lower it, and by less than that amount. -/
theorem singles_relaxation {e L : ℝ} {f D : ι → ℝ} (hD : ∀ i, 0 < D i)
    (hL : IsGroundLevel (singlesMatrix e f D) L) :
    e - secondOrder f D ≤ L ∧ L ≤ e ∧
      (f ≠ 0 → e - secondOrder f D < L ∧ L < e) := by
  obtain ⟨L', hle', h'⟩ := exists_ground e (f := f) hD
  have hle : L ≤ e := (IsLeast.unique hL h').trans_le hle'
  have hsec := (level_iff_secular hD hle).1 hL.1
  have hz : ∑ i, f i ^ 2 / (D i + 0) = secondOrder f D := by simp [secondOrder]
  have hm := shifted_sum_anti (f := f) hD le_rfl (sub_nonneg.2 hle)
  refine ⟨by linarith, hle, fun hf => ?_⟩
  obtain ⟨j, hj⟩ := Function.ne_iff.1 hf
  have hj2 : 0 < f j ^ 2 := sq_pos_of_ne_zero hj
  have hpos : ∀ i, 0 < D i + (e - L) := fun i => by linarith [hD i]
  have hlow : 0 < ∑ i, f i ^ 2 / (D i + (e - L)) :=
    Finset.sum_pos' (fun i _ => div_nonneg (sq_nonneg _) (hpos i).le)
      ⟨j, Finset.mem_univ j, div_pos hj2 (hpos j)⟩
  -- the lowering enlarges every gap, so second order overshoots
  have hstrict : ∑ i, f i ^ 2 / (D i + (e - L)) < ∑ i, f i ^ 2 / D i :=
    Finset.sum_lt_sum
      (fun i _ => div_le_div_of_nonneg_left (sq_nonneg _) (hD i) (by linarith))
      ⟨j, Finset.mem_univ j, div_lt_div_of_pos_left hj2 (hD j) (by linarith)⟩
  have hdef : secondOrder f D = ∑ i, f i ^ 2 / D i := rfl
  exact ⟨by linarith, by linarith⟩

/-- The explicit two-by-two matrix has the same levels as the model with one excitation. -/
theorem two_level_iff (e f D x : ℝ) : IsLevel !![e, f; f, e + D] x ↔
    IsLevel (singlesMatrix e (fun _ : Unit => f) (fun _ => D)) x := by
  have h2 : ∀ v : Fin 2 → ℝ, !![e, f; f, e + D] *ᵥ v = x • v ↔
      e * v 0 + f * v 1 = x * v 0 ∧ f * v 0 + (e + D) * v 1 = x * v 1 := by
    intro v
    rw [funext_iff, Fin.forall_fin_two]
    simp [Matrix.mulVec, dotProduct, Fin.sum_univ_two]
  constructor
  · rintro ⟨v, hv, h⟩
    have h' := (h2 v).1 h
    refine ⟨fun o => o.elim (v 0) (fun _ => v 1), fun h0 => hv ?_,
      (eigen_iff _ _ _ _ _).2 ⟨by simpa using h'.1, fun _ => h'.2⟩⟩
    funext i
    fin_cases i
    · exact congrFun h0 none
    · exact congrFun h0 (some ())
  · rintro ⟨v, hv, h⟩
    have h' := (eigen_iff _ _ _ _ _).1 h
    refine ⟨![v none, v (some ())], fun h0 => hv ?_,
      (h2 _).2 ⟨by simpa using h'.1, by simpa using h'.2 ()⟩⟩
    funext o
    rcases o with _ | ⟨⟩
    · exact congrFun h0 0
    · exact congrFun h0 1

/-- For one excitation with gap `D > 0`, the lowest eigenvalue lies between the second-order
energy and the reference energy, strictly so when the coupling `f` is nonzero. -/
theorem two_level_relaxation {e f D L : ℝ} (hD : 0 < D)
    (hL : IsGroundLevel !![e, f; f, e + D] L) :
    e - f ^ 2 / D ≤ L ∧ L ≤ e ∧ (f ≠ 0 → e - f ^ 2 / D < L ∧ L < e) := by
  simp only [IsGroundLevel, two_level_iff] at hL
  obtain ⟨h1, h2, h3⟩ := singles_relaxation (fun _ => hD) hL
  have hs : secondOrder (fun _ : Unit => f) (fun _ => D) = f ^ 2 / D := by simp [secondOrder]
  rw [hs] at h1 h3
  exact ⟨h1, h2, fun hf => h3 fun h => hf (congrFun h ())⟩

/-- For one excitation with gap `D > 0`, the lowest eigenvalue in closed form. -/
theorem two_level_closed_form {e f D L : ℝ} (hD : 0 < D) :
    IsGroundLevel !![e, f; f, e + D] L ↔ L = e + D / 2 - √(D ^ 2 / 4 + f ^ 2) := by
  have key : ∀ M, IsGroundLevel !![e, f; f, e + D] M →
      M = e + D / 2 - √(D ^ 2 / 4 + f ^ 2) := by
    intro M hM
    have hle := (two_level_relaxation hD hM).2.1
    have hsec := (level_iff_secular (fun _ => hD) hle).1 ((two_level_iff e f D M).1 hM.1)
    have hs : e - M = f ^ 2 / (D + (e - M)) := by simpa using hsec
    have hne : D + (e - M) ≠ 0 := by linarith
    rw [eq_div_iff hne] at hs
    -- complete the square in the secular equation
    have hsq : D ^ 2 / 4 + f ^ 2 = (D / 2 + (e - M)) ^ 2 := by linear_combination -hs
    rw [hsq, Real.sqrt_sq (by linarith)]
    ring
  refine ⟨key L, fun h => ?_⟩
  obtain ⟨M, _, hM⟩ := exists_ground e (f := fun _ : Unit => f) (D := fun _ => D) (fun _ => hD)
  have hM' : IsGroundLevel !![e, f; f, e + D] M := by
    simpa only [IsGroundLevel, two_level_iff] using hM
  rw [h, ← key M hM']
  exact hM'

end

end SinglesRelaxation
```

```lean
#print axioms SinglesRelaxation.singles_relaxation
#print axioms SinglesRelaxation.two_level_closed_form
```

```
'SinglesRelaxation.singles_relaxation' depends on axioms: [propext, Classical.choice, Quot.sound]
'SinglesRelaxation.two_level_closed_form' depends on axioms: [propext, Classical.choice, Quot.sound]
```

The lemma `eigen_iff` splits the matrix equation into the reference row and the singles rows. `level_iff_secular` is the elimination: `hc` solves for the singles amplitudes, `hn` shows that the reference amplitude is nonzero, and `mul_right_cancel₀` divides by it. Its converse supplies the explicit unnormalised eigenvector. `shifted_sum_anti` compares the sums term by term when the denominators grow.

In `exists_ground`, the zero $t_*$ comes from `intermediate_value_Icc`. Mathlib states this theorem as an inclusion of sets: for a function continuous on $[a,b]$ with $a \le b$, the interval from its value at $a$ to its value at $b$ is contained in the image of $[a,b]$. The proof therefore first establishes `hmem`, that $0$ lies between $g(0)$ and $g(S)$. Applying the inclusion to `hmem` returns a point `t`, a proof `ht` that it lies in $[0,S]$, and the equation $g(t)=0$. The location is as useful as the equation, since `ht.1` is the condition $t \ge 0$ under which the secular equation characterises levels.

`singles_relaxation` starts from an arbitrary ground level `L`. `IsLeast.unique` identifies it with the one just constructed, which gives $L \le e$ and makes the secular equation available. `Finset.sum_pos'` then gives the strict lowering, and `Finset.sum_lt_sum` the strict second-order bound.

The explicit two-by-two matrix is indexed by `Fin 2`, not by `Option Unit`. `two_level_iff` carries eigenvectors between the two descriptions, and `two_level_relaxation` transfers the bounds. `two_level_closed_form` completes the square for one direction; for the other it uses the existence of a ground level, so the formula does give the lowest eigenvalue.

## Positive gaps, a diagonal singles block and matching denominators

For every finite set of excitations, every real $e$ and $f_i$, and all positive $D_i$, the theorems guarantee that a lowest eigenvalue exists and obeys the bounds. They concern real numbers, so a floating-point comparison needs a tolerance.

A nonzero gap is not enough for the lower bound. Take $e = 0$, $f = 1$ and $D = -1$. The matrix $\begin{pmatrix} 0 & 1\\ 1 & -1\end{pmatrix}$ has lowest eigenvalue $-(1+\sqrt5)/2 \approx -1.618$, whereas $e - f^2/D = 1$. Second-order theory follows the level that starts at the reference, and that level does rise, to $(\sqrt5-1)/2 \approx 0.618$. The lowest eigenvalue is the other level, which starts at the excitation. A code can meet this situation when its reference determinant is not the lowest diagonal entry.

Three further restrictions matter when the bound is compared with production output:

- **Coupling among singles.** The singles block is diagonal by construction. A real symmetric block with off-diagonal elements can be diagonalised first by an orthogonal rotation, and the gaps and couplings to use are then the rotated ones. The bounds apply if all the rotated gaps are positive, which positive diagonal entries before the rotation do not guarantee.
- **Source of the denominators.** The $D_i$ in $S$ are the diagonal energy differences of the same matrix that is diagonalised. If a code takes its denominators from elsewhere, such as Kohn–Sham eigenvalue differences, the inequality need not hold between its two numbers.
- **Missing excitations.** Double and higher excitations are absent, so the bounds concern singles relaxation within this model and not the RPA correlation energy or the exact ground-state energy. Their absence also gives the model's lowering the wrong dependence on system size. For $N$ identical noninteracting copies of a system with one coupled excitation, $S$ is proportional to $N$, while the lowering in the model grows only as $\sqrt N$ for large $N$. In a large system, the difference between the two is therefore not a measure of the error of second-order theory.
